# Restricting 1 + A to a finite set of orbitals gives the identity plus the restriction of A

Let `A` be a complex matrix whose rows and columns are labelled by orbitals, and let `S` be a finite set of those orbitals. The lemma `block_one_add` says that keeping only the rows and columns of `1 + A` in `S` gives the identity on `S` plus the same restriction of `A`. Nothing else is assumed of `A`, which need not be Hermitian, and the full set of orbitals need not be finite. The attempt compares the two matrices entry by entry, then asks a single `simp` to unfold the restriction and match the entries of the two identity matrices.

An attempt in Lean 4 with a fault in it:

```lean
import Mathlib

open Finset

namespace FermionicPartitionIncrements

noncomputable section

variable {n : Type*} [Fintype n] [DecidableEq n]

/-- The principal submatrix of `A` on the orbitals in `S`. -/
def block (A : Matrix n n ℂ) (S : Finset n) : Matrix S S ℂ :=
  A.submatrix Subtype.val Subtype.val

omit [Fintype n] in
/-- Restricting `1 + A` to the orbitals in `S` gives `1 + A_S`. -/
theorem block_one_add (A : Matrix n n ℂ) (S : Finset n) :
    block (1 + A) S = 1 + block A S := by
  ext i j
  simp [block, Matrix.one_apply, Subtype.ext_iff]

end

end FermionicPartitionIncrements
```

The error:

```
Main.lean:20:2: error: Tactic `simp` failed with a nested error:
maximum recursion depth has been reached
use `set_option maxRecDepth <num>` to increase limit
use `set_option diagnostics true` to get diagnostic information
```

What went wrong. The error says that `simp` reached its recursion limit; it does not name the rewrites responsible, but the supplied lemmas point to a loop. After `Matrix.one_apply`, the identity entries depend on whether `i = j` in `S` or `i.1 = j.1` among all orbitals. `Subtype.ext_iff` rewrites the first equality into the second, while `simp`'s default lemmas rewrite the second back into the first, so neither form is final.

The repair drops `Subtype.ext_iff`, which removes the loop, and splits on whether `i = j`. If they are equal, `subst` makes both identity entries diagonal, and `simp [block]` finishes. If they differ, `h'` records that the underlying orbitals differ too, using `Subtype.ext` once, inside a proof, instead of as a rewrite rule. With `h` and `h'`, `simp` can set both off-diagonal identity entries to zero. `Matrix.one_apply` is no longer needed, since each case settles the identity entries directly.

After these edits no error is left:

```diff
@@ -18,5 +18,9 @@
     block (1 + A) S = 1 + block A S := by
   ext i j
-  simp [block, Matrix.one_apply, Subtype.ext_iff]
+  by_cases h : i = j
+  · subst h
+    simp [block]
+  · have h' : i.1 ≠ j.1 := fun e => h (Subtype.ext e)
+    simp [block, h, h']
 
 end
```
